# Force on a rigid augmentation charge in a fixed real potential as a sum over half of the plane waves

Let the complex coefficients $V(G)$ of a potential and $Q(G)$ of an augmentation charge, for integers $G$, satisfy $V(-G)=\overline{V(G)}$ and $Q(-G)=\overline{Q(G)}$. Then for every natural number $N$ and every real atomic position $R$ the energy $E(R)=\sum_{G=-N}^{N}\overline{V(G)}\,Q(G)\,e^{-iGR}$ is real, and its derivative, which is minus the augmentation force, is $2\sum_{G=1}^{N}G\,\mathrm{Im}\big(\overline{V(G)}\,Q(G)\,e^{-iGR}\big)$.

```lean
import Mathlib

open ComplexConjugate Finset

namespace UltrasoftAugmentationForce

noncomputable section

variable {K E : Type*} [AddCommGroup K] [NormedAddCommGroup E] [InnerProductSpace ℝ E]

/-- Fourier coefficients of a real field: the coefficient at `-k` is the conjugate of the
one at `k`. -/
def RealField (V : K → ℂ) : Prop := ∀ k, V (-k) = conj (V k)

/-- Contribution of the plane wave `k`, with wave vector `g k`, to the energy of an augmentation
charge `Q` centred at `R` in the potential `V`. -/
def augTerm (g : K →+ E) (V Q : K → ℂ) (R : E) (k : K) : ℂ :=
  conj (V k) * Q k * Complex.exp (-Complex.I * ((inner ℝ (g k) R : ℝ) : ℂ))

/-- Energy of the augmentation charge in the potential, summed over the plane waves in `S`. -/
def augEnergy (S : Finset K) (g : K →+ E) (V Q : K → ℂ) (R : E) : ℂ :=
  ∑ k ∈ S, augTerm g V Q R k

/-- The augmentation force on the atom at `R`, as a sum over the plane waves in `S`. -/
def augForce (S : Finset K) (g : K →+ E) (V Q : K → ℂ) (R : E) : E :=
  -∑ k ∈ S, (augTerm g V Q R k).im • g k

/-- For real fields, opposite wave vectors contribute complex conjugate energies. -/
theorem augTerm_neg (g : K →+ E) {V Q : K → ℂ} (hV : RealField V) (hQ : RealField Q)
    (R : E) (k : K) : augTerm g V Q R (-k) = conj (augTerm g V Q R k) := by
  simp only [augTerm, hV k, hQ k, map_mul, map_neg, inner_neg_left, ← Complex.exp_conj,
    Complex.conj_I, Complex.conj_ofReal, Complex.ofReal_neg]
  ring_nf

/-- The augmentation energy of real fields is real when the set of plane waves is symmetric
under inversion. -/
theorem augEnergy_im (S : Finset K) (hS : ∀ k ∈ S, -k ∈ S) (g : K →+ E) {V Q : K → ℂ}
    (hV : RealField V) (hQ : RealField Q) (R : E) : (augEnergy S g V Q R).im = 0 := by
  -- relabel the sum by inversion
  have h : ∑ k ∈ S, augTerm g V Q R k = ∑ k ∈ S, conj (augTerm g V Q R k) :=
    Finset.sum_nbij' (fun k => -k) (fun k => -k) hS hS (by simp) (by simp)
      (fun k _ => by rw [augTerm_neg g hV hQ, Complex.conj_conj])
  have h2 := congrArg Complex.im h
  rw [← map_sum, Complex.conj_im] at h2
  unfold augEnergy
  linarith

/-- The derivative of the real part of `c exp(-iθ)` with respect to the phase `θ` is its
imaginary part. -/
theorem hasDerivAt_phase (c : ℂ) (θ : ℝ) :
    HasDerivAt (fun t : ℝ => (c * Complex.exp (-Complex.I * (t : ℂ))).re)
      (c * Complex.exp (-Complex.I * (θ : ℂ))).im θ := by
  have h1 : HasDerivAt (fun t : ℝ => (t : ℂ)) 1 θ := by
    simpa using (hasDerivAt_id θ).ofReal_comp
  have h2 := ((h1.const_mul (-Complex.I)).cexp).const_mul c
  have h3 : HasDerivAt (fun t : ℝ => (c * Complex.exp (-Complex.I * (t : ℂ))).re)
      (c * (Complex.exp (-Complex.I * (θ : ℂ)) * (-Complex.I * 1))).re θ :=
    Complex.reCLM.hasFDerivAt.comp_hasDerivAt θ h2
  have key : ∀ a e : ℂ, (a * (e * (-Complex.I * 1))).re = (a * e).im := by
    intro a e
    simp [Complex.mul_re, Complex.mul_im]
    ring
  exact h3.congr_deriv (key _ _)

/-- The gradient of the real part of the augmentation energy with respect to the atomic position
is minus the augmentation force. -/
theorem hasGradientAt_augEnergy [CompleteSpace E] (S : Finset K) (g : K →+ E) (V Q : K → ℂ)
    (R : E) :
    HasGradientAt (fun x => (augEnergy S g V Q x).re) (-augForce S g V Q R) R := by
  rw [hasGradientAt_iff_hasFDerivAt]
  -- chain rule for each plane wave
  have hk : ∀ k ∈ S, HasFDerivAt (fun x => (augTerm g V Q x k).re)
      ((augTerm g V Q R k).im • innerSL ℝ (g k)) R := fun k _ =>
    (hasDerivAt_phase (conj (V k) * Q k) (inner ℝ (g k) R)).comp_hasFDerivAt R
      (innerSL ℝ (g k)).hasFDerivAt
  have hsum := HasFDerivAt.fun_sum hk
  have hf : (fun x => (augEnergy S g V Q x).re) =
      fun x => ∑ k ∈ S, (augTerm g V Q x k).re := by
    funext x
    simp only [augEnergy, Complex.re_sum]
  rw [hf]
  refine hsum.congr_fderiv (ContinuousLinearMap.ext fun x => ?_)
  simp [augForce]

/-- For real fields the force is twice a sum over a half set `H` that holds one wave vector of
each opposite pair. -/
theorem augForce_half (S H : Finset K) (hS : ∀ k, k ∈ S ↔ k = 0 ∨ k ∈ H ∨ -k ∈ H)
    (hH : ∀ k ∈ H, -k ∉ H) (g : K →+ E) {V Q : K → ℂ} (hV : RealField V)
    (hQ : RealField Q) (R : E) :
    augForce S g V Q R = -((2 : ℝ) • ∑ k ∈ H, (augTerm g V Q R k).im • g k) := by
  classical
  have hset : S = insert 0 (H ∪ H.image (fun k => -k)) := by
    ext k
    have e : (∃ a ∈ H, -a = k) ↔ -k ∈ H :=
      ⟨by rintro ⟨a, ha, rfl⟩; simpa using ha, fun h => ⟨-k, h, neg_neg k⟩⟩
    rw [mem_insert, mem_union, mem_image, e]
    exact hS k
  have h0 : (0 : K) ∉ H := fun h => hH 0 h (by simpa using h)
  have h0' : (0 : K) ∉ H ∪ H.image (fun k => -k) := by simp [h0]
  have hd : Disjoint H (H.image (fun k => -k)) := by
    refine Finset.disjoint_left.2 fun k hk hk' => ?_
    obtain ⟨a, ha, rfl⟩ := mem_image.1 hk'
    exact hH a ha hk
  -- opposite wave vectors push the atom equally
  have heven : ∀ k, (augTerm g V Q R (-k)).im • g (-k) = (augTerm g V Q R k).im • g k := by
    intro k
    rw [augTerm_neg g hV hQ, Complex.conj_im, map_neg, neg_smul_neg]
  unfold augForce
  rw [hset, sum_insert h0', sum_union hd,
    sum_image (by intro a _ b _ h; exact neg_injective h),
    sum_congr rfl (fun k _ => heven k), map_zero, smul_zero, zero_add, two_smul]

/-- In one dimension with integer wave numbers the plane-wave term has the phase `exp(-iGR)`. -/
theorem augTerm_int (V Q : ℤ → ℂ) (R : ℝ) (G : ℤ) :
    augTerm (Int.castAddHom ℝ) V Q R G =
      conj (V G) * Q G * Complex.exp (-Complex.I * ((G : ℂ) * (R : ℂ))) := by
  have h : inner ℝ (Int.castAddHom ℝ G) R = (G : ℝ) * R := by
    simp [mul_comm]
  unfold augTerm
  rw [h]
  simp only [Complex.ofReal_mul, Complex.ofReal_intCast]

/-- For real fields on a line with wave numbers from `-N` to `N`, the augmentation energy is real
and its derivative is twice the sum of `G Im(conj(V) Q exp(-iGR))` over positive `G`. -/
theorem augmentation_force_line {V Q : ℤ → ℂ} (hV : RealField V) (hQ : RealField Q)
    (N : ℕ) (R : ℝ) :
    (∑ G ∈ Icc (-(N : ℤ)) N,
      conj (V G) * Q G * Complex.exp (-Complex.I * ((G : ℂ) * (R : ℂ)))).im = 0 ∧
    HasDerivAt (fun x : ℝ => ∑ G ∈ Icc (-(N : ℤ)) N,
        conj (V G) * Q G * Complex.exp (-Complex.I * ((G : ℂ) * (x : ℂ))))
      ((2 * ∑ G ∈ Icc (1 : ℤ) N, (G : ℝ) *
        (conj (V G) * Q G * Complex.exp (-Complex.I * ((G : ℂ) * (R : ℂ)))).im : ℝ) : ℂ) R := by
  have him : ∀ x : ℝ, (augEnergy (Icc (-(N : ℤ)) N) (Int.castAddHom ℝ) V Q x).im = 0 :=
    augEnergy_im _ (by intro k hk; rw [mem_Icc] at hk ⊢; omega) _ hV hQ
  have hE : ∀ x : ℝ, augEnergy (Icc (-(N : ℤ)) N) (Int.castAddHom ℝ) V Q x =
      ∑ G ∈ Icc (-(N : ℤ)) N,
        conj (V G) * Q G * Complex.exp (-Complex.I * ((G : ℂ) * (x : ℂ))) :=
    fun x => sum_congr rfl fun G _ => augTerm_int V Q x G
  refine ⟨by rw [← hE]; exact him R, ?_⟩
  have hg := (hasGradientAt_iff_hasFDerivAt.1 (hasGradientAt_augEnergy
    (Icc (-(N : ℤ)) N) (Int.castAddHom ℝ) V Q R)).hasDerivAt
  have e : ∀ y : ℝ, (InnerProductSpace.toDual ℝ ℝ y) 1 = y := by
    intro y
    simp
  rw [e, augForce_half (Icc (-(N : ℤ)) N) (Icc (1 : ℤ) N)
    (by intro k; simp only [mem_Icc]; omega)
    (by intro k hk; simp only [mem_Icc] at hk ⊢; omega) _ hV hQ, neg_neg, smul_eq_mul] at hg
  have hsum : ∑ G ∈ Icc (1 : ℤ) N,
      (augTerm (Int.castAddHom ℝ) V Q R G).im • (Int.castAddHom ℝ) G =
      ∑ G ∈ Icc (1 : ℤ) N, (G : ℝ) *
        (conj (V G) * Q G * Complex.exp (-Complex.I * ((G : ℂ) * (R : ℂ)))).im := by
    refine sum_congr rfl fun G _ => ?_
    rw [augTerm_int, smul_eq_mul]
    exact mul_comm _ _
  rw [hsum] at hg
  -- the energy equals its real part, so the real derivative is the full one
  have hfun : (fun x : ℝ => ∑ G ∈ Icc (-(N : ℤ)) N,
      conj (V G) * Q G * Complex.exp (-Complex.I * ((G : ℂ) * (x : ℂ)))) =
      fun x : ℝ => ((augEnergy (Icc (-(N : ℤ)) N) (Int.castAddHom ℝ) V Q x).re : ℂ) := by
    funext x
    rw [← hE]
    exact Complex.ext (by simp) (by simp [him x])
  rw [hfun]
  exact hg.ofReal_comp

/-- The augmentation force vanishes if the potential is produced by the atom's own augmentation
charge at `R` through a real kernel `w`. -/
theorem augForce_self (S : Finset K) (g : K →+ E) (V Q : K → ℂ) (w : K → ℝ) (R : E)
    (hV : ∀ k, V k = (w k : ℂ) *
      (Q k * Complex.exp (-Complex.I * ((inner ℝ (g k) R : ℝ) : ℂ)))) :
    augForce S g V Q R = 0 := by
  have h : ∀ k, (augTerm g V Q R k).im = 0 := by
    intro k
    -- each term is the kernel times a squared modulus
    have h1 : augTerm g V Q R k = ((w k * Complex.normSq
        (Q k * Complex.exp (-Complex.I * ((inner ℝ (g k) R : ℝ) : ℂ))) : ℝ) : ℂ) := by
      rw [augTerm, hV k, map_mul, Complex.conj_ofReal, Complex.ofReal_mul, ← Complex.mul_conj]
      ring
    rw [h1, Complex.ofReal_im]
  simp [augForce, h]

/-- The coefficients `V(G) = 1` and `Q(G) = iG` describe real fields, and with wave numbers
`-1, 0, 1` their augmentation energy is `2 sin R`. -/
theorem realField_witness :
    RealField (fun _ : ℤ => (1 : ℂ)) ∧ RealField (fun G : ℤ => Complex.I * (G : ℂ)) ∧
    ∀ R : ℝ, augEnergy (Icc (-1 : ℤ) 1) (Int.castAddHom ℝ) (fun _ => 1)
      (fun G => Complex.I * (G : ℂ)) R = 2 * Complex.sin (R : ℂ) := by
  refine ⟨fun k => by simp, fun k => by simp, fun R => ?_⟩
  have hs : Icc (-1 : ℤ) 1 = {-1, 0, 1} := by decide
  simp only [augEnergy, augTerm_int]
  rw [hs, sum_insert (by decide), sum_insert (by decide), sum_singleton, Complex.sin]
  simp only [map_one, Int.cast_neg, Int.cast_one, Int.cast_zero]
  ring_nf

end

end UltrasoftAugmentationForce
```

```lean
#print axioms UltrasoftAugmentationForce.augForce_half
#print axioms UltrasoftAugmentationForce.augmentation_force_line
#print axioms UltrasoftAugmentationForce.augForce_self
```

```
'UltrasoftAugmentationForce.augForce_half' depends on axioms: [propext, Classical.choice, Quot.sound]
'UltrasoftAugmentationForce.augmentation_force_line' depends on axioms: [propext, Classical.choice, Quot.sound]
'UltrasoftAugmentationForce.augForce_self' depends on axioms: [propext, Classical.choice, Quot.sound]
```

## A charge carried by an atom through a potential

In the ultrasoft pseudopotential method, the smooth pseudo-wavefunctions do not carry the full electron density near an atom. The missing part is restored by an augmentation charge that is attached to the atom and moves with it. On a line with period $2\pi$, write the potential and the charge centred at $R$ as

$$V(r)=\sum_{G=-N}^{N}V(G)\,e^{iGr},\qquad \rho_R(r)=\sum_{G=-N}^{N}Q(G)\,e^{iG(r-R)}.$$

Moving the charge to $R$ multiplies its coefficient at $G$ by $e^{-iGR}$. The average of $V(r)\rho_R(r)$ over one period is then the sum $E(R)$, because only equal wave numbers survive in the average of $\overline{V(r)}\rho_R(r)$ and $V(r)$ is real. Multiplying by the length of the period gives the integral. The file takes the sum itself as its definition of the energy.

The predicate `RealField` states the conjugation condition on the coefficients. Physically, it says that the potential and the charge density are real functions of position.

The definitions cover more than the line. Plane waves are labelled by elements $k$ of an additive commutative group `K`, and the additive map `g` sends each label to a wave vector $g(k)$ in a real inner product space `E`. For a crystal, `K` can be the integer triples and `g` the map that combines them with the reciprocal lattice vectors. The contribution of one plane wave is `augTerm`,

$$t_k(R)=\overline{V(k)}\,Q(k)\,e^{-i\,g(k)\cdot R}.$$

`augEnergy` sums these terms over a finite set `S`, and `augForce` is the vector

$$F(R)=-\sum_{k\in S}\mathrm{Im}\,t_k(R)\;g(k).$$

That this vector is a force in the mechanical sense is the content of `hasGradientAt_augEnergy`: the gradient of the real part of the energy is $-F$. This holds for any coefficients, with the vector space `E` assumed complete; reality of the fields is used only to remove the imaginary part of the energy and to halve the sum.

The one-dimensional result is `augmentation_force_line`. Its first part says that the imaginary part of the sum is zero. Its second part is a `HasDerivAt` statement for the complex-valued energy as a function of a real position, so it says both that the energy is differentiable and what the derivative is.

The coefficients $V$ and $Q$ do not depend on $R$. The result therefore describes one term of an ultrasoft force, for a finite plane-wave set, a rigid charge and a fixed potential: in that term, half of the wave vectors suffice. The occupations that multiply the augmentation functions are held fixed inside $Q$. The full force has further terms, among them those from the moving local ionic potential, the moving projectors and the generalised orthonormality condition.

## From conjugate pairs to the half-sum

Take integer wave numbers and write $t_G(R)=\overline{V(G)}\,Q(G)\,e^{-iGR}$. The conjugation conditions give

$$t_{-G}(R)=\overline{V(-G)}\,Q(-G)\,e^{iGR}=V(G)\,\overline{Q(G)}\,e^{iGR}=\overline{t_G(R)}.$$

The set from $-N$ to $N$ is unchanged by $G\mapsto -G$, so

$$E(R)=\sum_{G=-N}^{N}t_{-G}(R)=\sum_{G=-N}^{N}\overline{t_G(R)}=\overline{E(R)},$$

and $E(R)$ is real.

For the derivative, each term satisfies $t_G'(R)=-iG\,t_G(R)$. For any complex number $z=a+ib$ we have $-iz=b-ia$, hence $\mathrm{Re}(-iz)=\mathrm{Im}\,z$. Since $E$ is real at every position, it equals the sum of the real parts of its terms, and

$$E'(R)=\sum_{G=-N}^{N}G\,\mathrm{Im}\,t_G(R).$$

The term with $G=0$ vanishes. The terms at $G$ and $-G$ are equal, because both factors change sign:

$$(-G)\,\mathrm{Im}\,t_{-G}(R)=(-G)\big(-\mathrm{Im}\,t_G(R)\big)=G\,\mathrm{Im}\,t_G(R).$$

Keeping the positive wave numbers and doubling gives

$$E'(R)=2\sum_{G=1}^{N}G\,\mathrm{Im}\,t_G(R).$$

In several dimensions the same calculation gives $\nabla\,\mathrm{Re}\,t_k(R)=\mathrm{Im}\,t_k(R)\,g(k)$, since the phase $g(k)\cdot R$ has gradient $g(k)$.

## How the Lean proof follows these steps

`augTerm_neg` is the conjugate-pair identity. `augEnergy_im` relabels the sum by inversion with `Finset.sum_nbij'`. Comparing imaginary parts then shows that the imaginary part of the energy equals its own negative, and `linarith` concludes that it is zero. The only condition on `S` is that it contains $-k$ whenever it contains $k$.

`hasDerivAt_phase` differentiates $\mathrm{Re}(c\,e^{-i\theta})$ with respect to a real phase $\theta$. Its local statement `key` is the identity $\mathrm{Re}(-iz)=\mathrm{Im}\,z$. In `hasGradientAt_augEnergy`, the chain rule combines this derivative with the linear map $R\mapsto g(k)\cdot R$, and the results are added over `S`.

`augForce_half` reduces the force to a set `H` that holds one member of each opposite pair. Its hypotheses say that `S` consists of zero, the elements of `H` and their negatives, and that no element of `H` has its negative in `H`. The proof splits the sum into these three parts. The local statement `heven` is the equality of opposite contributions, and the zero label drops out because $g(0)=0$.

For the line, `augTerm_int` turns the inner product on the real numbers into the product $GR$. The theorem `augmentation_force_line` then applies the general results with $H=\{1,\dots,N\}$. The gradient theorem concerns only the real part of the energy. To reach the complex-valued sum, the proof uses that the imaginary part vanishes at every position `x`, and not just at $R$, so the energy and its real part are the same function.

## No force from the charge's own potential

`augForce_self` treats a potential that the charge itself produces. Its hypothesis is

$$V(k)=w(k)\,Q(k)\,e^{-i\,g(k)\cdot R}$$

with real $w(k)$. The kernel $w$ stands for an interaction such as the Coulomb repulsion, which is diagonal in plane waves because it depends only on the separation of two points. Substitution gives

$$t_k(R)=w(k)\,\big|Q(k)\,e^{-i\,g(k)\cdot R}\big|^2=w(k)\,|Q(k)|^2.$$

Every term is real, so every contribution to the force is zero. The potential is computed with the atom at $R$ and then held fixed, and the force is evaluated at that same $R$.

## Three plane waves, and only one

Take $N=1$, $V(G)=1$ and $Q(G)=iG$. Both sets of coefficients satisfy the conjugation condition, and `realField_witness` confirms this together with the energy

$$E(R)=i\,e^{-iR}-i\,e^{iR}=2\sin R.$$

At $R=\pi/3$ the term with $G=1$ is

$$t_1=i\left(\tfrac12-\tfrac{\sqrt3}{2}i\right)=\tfrac{\sqrt3}{2}+\tfrac{i}{2}.$$

The term with $G=-1$ is its conjugate, and the term with $G=0$ is zero. The energy is therefore $\sqrt3$. The half-sum gives the derivative $2\cdot1\cdot\tfrac12=1$, in agreement with $2\cos(\pi/3)=1$, and the force is $-1$: the atom is pushed towards smaller $R$, where the energy is lower.

For $N=0$ only the uniform components remain. The conjugation condition makes $V(0)$ and $Q(0)$ real, so $E=V(0)\,Q(0)$ is a real constant. The sum over positive $G$ is empty and the force is zero, as it must be for a charge in a uniform potential.
